# For k < n, the map X ↦ k Tr(X) 1 − X on n × n matrices is k-positive but not (k+1)-positive

For real $c$, let $R_c(X)=c\,\mathrm{Tr}(X)\,1-X$ on complex $n\times n$ matrices. If $1\le m\le n$, the extension $\mathrm{id}_m\otimes R_c$ preserves positive semidefiniteness exactly when $m\le c$. Setting $c=k<n$ gives the statement in the title.

Such maps serve in entanglement theory for finite-dimensional bipartite systems: a negative eigenvalue of $(\mathrm{id}\otimes R_k)(\rho)$ signals that $\rho$ is not a mixture of pure states of Schmidt rank at most $k$. That application is background to the theorems below, which concern positivity alone.

```lean
import Mathlib

open Matrix
open scoped ComplexOrder Kronecker

namespace PositivityHierarchy

noncomputable section

variable {m n : ℕ}
```

## The map and its extension to an ancilla

The constant $c$ sets the weight of the completely mixed term against the subtracted operator. In Lean, $R_c$ is a complex-linear map, so its two linearity laws are checked along with its definition.

```lean
/-- The map `X ↦ c Tr(X) 1 - X` on `n × n` complex matrices. -/
def reductionMap (n : ℕ) (c : ℝ) :
    Matrix (Fin n) (Fin n) ℂ →ₗ[ℂ] Matrix (Fin n) (Fin n) ℂ where
  toFun X := ((c : ℂ) * X.trace) • (1 : Matrix (Fin n) (Fin n) ℂ) - X
  map_add' X Y := by
    rw [Matrix.trace_add]
    module
  map_smul' z X := by
    simp only [Matrix.trace_smul, smul_eq_mul, RingHom.id_apply]
    module
```

Joint indices are pairs $(a,i)$ in `Fin m × Fin n`, with the ancilla first. The extension of a linear map $\Phi$ acts on each $n\times n$ block:
$$[(\mathrm{id}_m\otimes\Phi)(X)]_{(a,i),(b,j)}=[\Phi(X_{(a,\cdot),(b,\cdot)})]_{ij}.$$

```lean
/-- The extension `id ⊗ Φ` to a system with an `m`-dimensional ancilla: `Φ` acts on each block. -/
def ampliation (m : ℕ) (Φ : Matrix (Fin n) (Fin n) ℂ →ₗ[ℂ] Matrix (Fin n) (Fin n) ℂ)
    (X : Matrix (Fin m × Fin n) (Fin m × Fin n) ℂ) :
    Matrix (Fin m × Fin n) (Fin m × Fin n) ℂ :=
  Matrix.of fun p q => Φ (Matrix.of fun i j => X (p.1, i) (q.1, j)) p.2 q.2
```

The map $\Phi$ is $m$-positive if this extension sends every positive semidefinite matrix to a positive semidefinite one. The input need not have unit trace, and `PosSemidef` includes Hermiticity.

```lean
/-- `Φ` is `m`-positive: `id ⊗ Φ` with an `m`-dimensional ancilla preserves positive
semidefiniteness. -/
def IsKPositive (m : ℕ) (Φ : Matrix (Fin n) (Fin n) ℂ →ₗ[ℂ] Matrix (Fin n) (Fin n) ℂ) : Prop :=
  ∀ X : Matrix (Fin m × Fin n) (Fin m × Fin n) ℂ, X.PosSemidef → (ampliation m Φ X).PosSemidef
```

An $m\times n$ amplitude matrix $V$ represents the vector $|V\rangle=\sum_{a,i}V_{ai}|a\rangle|i\rangle$, which need not be normalised.

```lean
/-- The bipartite vector with amplitude matrix `V`. -/
def stateVec (V : Matrix (Fin m) (Fin n) ℂ) : Fin m × Fin n → ℂ := fun p => V p.1 p.2
```

For $m\le n$, the vector $|\Omega\rangle=\sum_a|a\rangle|a\rangle$ has squared norm $m$. `Fin.castLE` embeds the ancilla labels in the system labels.

```lean
/-- The amplitude matrix of the unnormalised maximally entangled vector `∑ a, |a⟩|a⟩` with
`m` terms. -/
def maxEntangled (h : m ≤ n) : Matrix (Fin m) (Fin n) ℂ :=
  Matrix.of fun a i => if Fin.castLE h a = i then 1 else 0
```

The block definition agrees with the tensor product: by linearity, the block $A_{ab}X$ of $A\otimes X$ becomes $A_{ab}\Phi(X)$.

```lean
/-- On product operators the extension acts as `A ⊗ X ↦ A ⊗ Φ(X)`. -/
theorem ampliation_kronecker (Φ : Matrix (Fin n) (Fin n) ℂ →ₗ[ℂ] Matrix (Fin n) (Fin n) ℂ)
    (A : Matrix (Fin m) (Fin m) ℂ) (X : Matrix (Fin n) (Fin n) ℂ) :
    ampliation m Φ (A ⊗ₖ X) = A ⊗ₖ Φ X := by
  ext ⟨a, i⟩ ⟨b, j⟩
  have h : (Matrix.of fun i j => (A ⊗ₖ X) (a, i) (b, j)) = A a b • X := by
    ext i j
    simp [Matrix.kroneckerMap_apply]
  change Φ (Matrix.of fun i j => (A ⊗ₖ X) (a, i) (b, j)) i j = A a b * Φ X i j
  rw [h, map_smul, Matrix.smul_apply, smul_eq_mul]
```

For $\Phi=R_c$, the trace of a block gives
$$[(\mathrm{id}_m\otimes R_c)(X)]_{(a,i),(b,j)}=c\,\delta_{ij}\sum_l X_{(a,l),(b,l)}-X_{(a,i),(b,j)}.$$

```lean
/-- The matrix elements of `(id ⊗ R)(X)` for `R(X) = c Tr(X) 1 - X`. -/
theorem ampliation_reductionMap_apply (c : ℝ) (X : Matrix (Fin m × Fin n) (Fin m × Fin n) ℂ)
    (a b : Fin m) (i j : Fin n) :
    ampliation m (reductionMap n c) X (a, i) (b, j) =
      (c : ℂ) * (∑ l, X (a, l) (b, l)) * (if i = j then 1 else 0) - X (a, i) (b, j) := by
  simp [ampliation, reductionMap, Matrix.trace, Matrix.one_apply]
```

## A trace bound set by the ancilla dimension

Write $\|G\|^2=\sum_{i,l}|G_{il}|^2$ for the squared Hilbert–Schmidt norm. The diagonal entries of $GG^\dagger$ are the squared row norms, $(GG^\dagger)_{ii}=\sum_l|G_{il}|^2$.

```lean
private lemma mul_conjTranspose_diag {p q : ℕ} (G : Matrix (Fin p) (Fin q) ℂ) (i : Fin p) :
    (G * Gᴴ) i i = ((∑ l, ‖G i l‖ ^ 2 : ℝ) : ℂ) := by
  rw [Matrix.mul_apply, Complex.ofReal_sum]
  refine Finset.sum_congr rfl fun l _ => ?_
  rw [Matrix.conjTranspose_apply, Complex.star_def, Complex.mul_conj,
    Complex.normSq_eq_norm_sq]
```

Summing over $i$ gives $\mathrm{Tr}(GG^\dagger)=\|G\|^2$.

```lean
private lemma trace_mul_conjTranspose {p q : ℕ} (G : Matrix (Fin p) (Fin q) ℂ) :
    (G * Gᴴ).trace = ((∑ i, ∑ l, ‖G i l‖ ^ 2 : ℝ) : ℂ) := by
  rw [Complex.ofReal_sum]
  exact Finset.sum_congr rfl fun i _ => mul_conjTranspose_diag G i
```

The spectral theorem supplies, for Hermitian $A$, a unitary $U$ with $U^\dagger AU$ diagonal.

```lean
private lemma exists_diagonalising (A : Matrix (Fin m) (Fin m) ℂ) (hA : A.IsHermitian) :
    ∃ (U : Matrix (Fin m) (Fin m) ℂ) (d : Fin m → ℂ), U * Uᴴ = 1 ∧ Uᴴ * A * U = diagonal d := by
  obtain ⟨U, d, hU, hs⟩ : ∃ (U : Matrix (Fin m) (Fin m) ℂ) (d : Fin m → ℂ),
      U * Uᴴ = 1 ∧ A = U * diagonal d * Uᴴ := by
    refine ⟨hA.eigenvectorUnitary, RCLike.ofReal ∘ hA.eigenvalues,
      Matrix.mem_unitaryGroup_iff.mp hA.eigenvectorUnitary.2, ?_⟩
    have h := hA.spectral_theorem
    rw [Unitary.conjStarAlgAut_apply] at h
    exact h
  have hU' : Uᴴ * U = 1 := mul_eq_one_comm.mp hU
  refine ⟨U, d, hU, ?_⟩
  calc Uᴴ * A * U = (Uᴴ * U) * diagonal d * (Uᴴ * U) := by
        rw [hs]
        simp only [Matrix.mul_assoc]
    _ = diagonal d := by rw [hU', Matrix.one_mul, Matrix.mul_one]
```

If $X=UDU^\dagger$ is positive semidefinite, its eigenvalues have real square roots, and $B=\sqrt D\,U^\dagger$ satisfies $X=B^\dagger B$. This factorisation will later reduce the problem to rank-one operators.

```lean
private lemma exists_factor {ι : Type*} [Fintype ι] [DecidableEq ι] (X : Matrix ι ι ℂ)
    (hX : X.PosSemidef) : ∃ B : Matrix ι ι ℂ, X = Bᴴ * B := by
  obtain ⟨U, d, hd, hs⟩ : ∃ (U : Matrix ι ι ℂ) (d : ι → ℝ),
      (∀ i, 0 ≤ d i) ∧ X = U * diagonal (fun i => (d i : ℂ)) * Uᴴ := by
    refine ⟨hX.isHermitian.eigenvectorUnitary, hX.isHermitian.eigenvalues,
      hX.eigenvalues_nonneg, ?_⟩
    have h := hX.isHermitian.spectral_theorem
    rw [Unitary.conjStarAlgAut_apply] at h
    exact h
  -- take the square roots of the eigenvalues
  have hq : (diagonal fun i => ((Real.sqrt (d i) : ℝ) : ℂ))ᴴ *
      (diagonal fun i => ((Real.sqrt (d i) : ℝ) : ℂ)) = diagonal fun i => (d i : ℂ) := by
    rw [Matrix.diagonal_conjTranspose, Matrix.diagonal_mul_diagonal]
    refine congrArg diagonal (funext fun i => ?_)
    change star ((Real.sqrt (d i) : ℝ) : ℂ) * ((Real.sqrt (d i) : ℝ) : ℂ) = (d i : ℂ)
    rw [Complex.star_def, Complex.conj_ofReal, ← Complex.ofReal_mul, Real.mul_self_sqrt (hd i)]
  refine ⟨(diagonal fun i => ((Real.sqrt (d i) : ℝ) : ℂ)) * Uᴴ, ?_⟩
  rw [hs, ← hq, Matrix.conjTranspose_mul, Matrix.conjTranspose_conjTranspose]
  simp only [Matrix.mul_assoc]
```

Suppose first that $VV^\dagger$ is diagonal, and let $v_a,w_a$ be the rows of $V,W$. Cyclicity of the trace gives
$$\|V^\dagger W\|^2=\mathrm{Tr}(VV^\dagger WW^\dagger)=\sum_a\|v_a\|^2\|w_a\|^2.$$
The triangle inequality and two uses of Cauchy–Schwarz, over the $m$ rows and then within each row, give
$$|\mathrm{Tr}\,V^\dagger W|^2\le\Big(\sum_{a,i}|V_{ai}||W_{ai}|\Big)^2\le m\sum_a\Big(\sum_i|V_{ai}||W_{ai}|\Big)^2\le m\|V^\dagger W\|^2.$$
In the code, `hS` is the norm identity, `hT` the triangle inequality, and the `calc` block the rest.

```lean
private lemma trace_bound_of_diagonal (V W : Matrix (Fin m) (Fin n) ℂ) (d : Fin m → ℂ)
    (hV : V * Vᴴ = diagonal d) :
    ‖(Vᴴ * W).trace‖ ^ 2 ≤ m * ∑ i, ∑ l, ‖(Vᴴ * W) i l‖ ^ 2 := by
  -- with orthogonal rows of `V` the Hilbert-Schmidt norm splits into a sum over rows
  have hS : ∑ i, ∑ l, ‖(Vᴴ * W) i l‖ ^ 2 =
      ∑ a, (∑ i, ‖V a i‖ ^ 2) * (∑ i, ‖W a i‖ ^ 2) := by
    apply Complex.ofReal_injective
    rw [← trace_mul_conjTranspose, Matrix.conjTranspose_mul, Matrix.conjTranspose_conjTranspose]
    have h1 : (Vᴴ * W * (Wᴴ * V)).trace = (V * Vᴴ * (W * Wᴴ)).trace := by
      rw [← Matrix.mul_assoc, Matrix.trace_mul_comm]
      simp only [Matrix.mul_assoc]
    rw [h1, Complex.ofReal_sum]
    refine Finset.sum_congr rfl fun a _ => ?_
    rw [Complex.ofReal_mul, ← mul_conjTranspose_diag V a, ← mul_conjTranspose_diag W a, hV,
      Matrix.diag_apply, Matrix.diagonal_mul, Matrix.diagonal_apply_eq]
  have hT : ‖(Vᴴ * W).trace‖ ≤ ∑ a, ∑ i, ‖V a i‖ * ‖W a i‖ := by
    have h2 : (Vᴴ * W).trace = ∑ a, ∑ i, star (V a i) * W a i := by
      simp only [Matrix.trace, Matrix.diag_apply, Matrix.mul_apply, Matrix.conjTranspose_apply]
      exact Finset.sum_comm
    rw [h2]
    refine (norm_sum_le _ _).trans (Finset.sum_le_sum fun a _ => ?_)
    refine (norm_sum_le _ _).trans (Finset.sum_le_sum fun i _ => ?_)
    rw [norm_mul, norm_star]
  -- Cauchy-Schwarz over the `m` rows, then inside each row
  calc ‖(Vᴴ * W).trace‖ ^ 2 ≤ (∑ a, ∑ i, ‖V a i‖ * ‖W a i‖) ^ 2 :=
        pow_le_pow_left₀ (norm_nonneg _) hT 2
    _ ≤ m * ∑ a, (∑ i, ‖V a i‖ * ‖W a i‖) ^ 2 := by
        simpa using sq_sum_le_card_mul_sum_sq (s := (Finset.univ : Finset (Fin m)))
          (f := fun a => ∑ i, ‖V a i‖ * ‖W a i‖)
    _ ≤ m * ∑ i, ∑ l, ‖(Vᴴ * W) i l‖ ^ 2 := by
        rw [hS]
        exact mul_le_mul_of_nonneg_left (Finset.sum_le_sum fun a _ =>
          Finset.sum_mul_sq_le_sq_mul_sq _ _ _) (Nat.cast_nonneg m)
```

For general $V$, choose $U$ to diagonalise $VV^\dagger$ and replace $V,W$ by $U^\dagger V,U^\dagger W$. The first matrix now has orthogonal rows, while $(U^\dagger V)^\dagger(U^\dagger W)=V^\dagger W$, so the bound carries over.

```lean
/-- For `m × n` amplitude matrices, `|Tr V†W|²` is at most `m` times the squared
Hilbert-Schmidt norm of `V†W`. -/
theorem trace_bound (V W : Matrix (Fin m) (Fin n) ℂ) :
    ‖(Vᴴ * W).trace‖ ^ 2 ≤ m * ∑ i, ∑ l, ‖(Vᴴ * W) i l‖ ^ 2 := by
  -- rotate the ancilla so that `V V†` becomes diagonal; `V†W` does not change
  obtain ⟨U, d, hU, hd⟩ := exists_diagonalising _ (Matrix.isHermitian_mul_conjTranspose_self V)
  have hG : (Uᴴ * V)ᴴ * (Uᴴ * W) = Vᴴ * W := by
    rw [Matrix.conjTranspose_mul, Matrix.conjTranspose_conjTranspose, Matrix.mul_assoc,
      ← Matrix.mul_assoc U, hU, Matrix.one_mul]
  have hD : (Uᴴ * V) * (Uᴴ * V)ᴴ = diagonal d := by
    rw [← hd, Matrix.conjTranspose_mul, Matrix.conjTranspose_conjTranspose]
    simp only [Matrix.mul_assoc]
  have h := trace_bound_of_diagonal (Uᴴ * V) (Uᴴ * W) d hD
  rwa [hG] at h
```

## Positivity when m ≤ c

On a rank-one operator the extension is
$$(\mathrm{id}_m\otimes R_c)(|W\rangle\langle W|)=c\,WW^\dagger\otimes1-|W\rangle\langle W|.$$
It sends $|V\rangle$ to the vector with amplitude matrix $c\,WW^\dagger V-\mathrm{Tr}(W^\dagger V)W$ (`h1`). Since $\langle V|Z\rangle=\mathrm{Tr}(V^\dagger Z)$ (`h2`), the expectation is
$$c\,\mathrm{Tr}(V^\dagger WW^\dagger V)-|\mathrm{Tr}\,V^\dagger W|^2=c\|V^\dagger W\|^2-|\mathrm{Tr}\,V^\dagger W|^2.$$

```lean
/-- The expectation of `(id ⊗ R)(|W⟩⟨W|)` in the vector `V` is `c ‖V†W‖² - |Tr V†W|²`, with the
Hilbert-Schmidt norm. -/
theorem expectation_formula (c : ℝ) (V W : Matrix (Fin m) (Fin n) ℂ) :
    star (stateVec V) ⬝ᵥ (ampliation m (reductionMap n c)
        (vecMulVec (stateVec W) (star (stateVec W))) *ᵥ stateVec V) =
      ((c * ∑ i, ∑ l, ‖(Vᴴ * W) i l‖ ^ 2 - ‖(Vᴴ * W).trace‖ ^ 2 : ℝ) : ℂ) := by
  -- the image of `V`, written as an amplitude matrix
  have h1 : ampliation m (reductionMap n c) (vecMulVec (stateVec W) (star (stateVec W))) *ᵥ
      stateVec V = stateVec ((c : ℂ) • (W * Wᴴ * V) - (Wᴴ * V).trace • W) := by
    funext ⟨a, i⟩
    have e1 : ∑ b, ∑ j, (c : ℂ) * (∑ l, vecMulVec (stateVec W) (star (stateVec W)) (a, l) (b, l))
        * (if i = j then 1 else 0) * stateVec V (b, j) = (c : ℂ) * (W * Wᴴ * V) a i := by
      simp only [mul_ite, ite_mul, mul_one, mul_zero, zero_mul, Finset.sum_ite_eq,
        Finset.mem_univ, if_true, Matrix.mul_apply, Matrix.conjTranspose_apply,
        Matrix.vecMulVec_apply, Pi.star_apply, stateVec]
      rw [Finset.mul_sum]
      exact Finset.sum_congr rfl fun b _ => by ring
    have e2 : ∑ b, ∑ j, vecMulVec (stateVec W) (star (stateVec W)) (a, i) (b, j)
        * stateVec V (b, j) = (Wᴴ * V).trace * W a i := by
      simp only [Matrix.trace, Matrix.diag_apply, Matrix.mul_apply, Matrix.conjTranspose_apply,
        Matrix.vecMulVec_apply, Pi.star_apply, stateVec, Finset.sum_mul]
      rw [Finset.sum_comm]
      exact Finset.sum_congr rfl fun j _ => Finset.sum_congr rfl fun b _ => by ring
    simp only [Matrix.mulVec, dotProduct, Fintype.sum_prod_type, ampliation_reductionMap_apply,
      sub_mul, Finset.sum_sub_distrib]
    rw [e1, e2]
    simp only [stateVec, Matrix.sub_apply, Matrix.smul_apply, smul_eq_mul]
  have h2 : ∀ Z : Matrix (Fin m) (Fin n) ℂ,
      star (stateVec V) ⬝ᵥ stateVec Z = (Vᴴ * Z).trace := by
    intro Z
    simp only [dotProduct, Fintype.sum_prod_type, Matrix.trace, Matrix.diag_apply,
      Matrix.mul_apply, Matrix.conjTranspose_apply, Pi.star_apply, stateVec]
    exact Finset.sum_comm
  have h3 : Vᴴ * (W * Wᴴ * V) = (Vᴴ * W) * (Vᴴ * W)ᴴ := by
    rw [Matrix.conjTranspose_mul, Matrix.conjTranspose_conjTranspose]
    simp only [Matrix.mul_assoc]
  have h4 : (Wᴴ * V).trace = star (Vᴴ * W).trace := by
    rw [← Matrix.trace_conjTranspose, Matrix.conjTranspose_mul, Matrix.conjTranspose_conjTranspose]
  rw [h1, h2, Matrix.mul_sub, Matrix.mul_smul, Matrix.mul_smul, Matrix.trace_sub,
    Matrix.trace_smul, Matrix.trace_smul, h3, trace_mul_conjTranspose, h4, smul_eq_mul,
    smul_eq_mul, mul_comm (star _), Complex.star_def, Complex.mul_conj,
    Complex.normSq_eq_norm_sq, Complex.ofReal_sub, Complex.ofReal_mul]
```

By the trace bound, this is at least $(c-m)\|V^\dagger W\|^2\ge0$ when $m\le c$. The image is also Hermitian, so `key` settles the rank-one case. For general $X=B^\dagger B$, the conjugated rows of $B$ give vectors with $X=\sum_s|w_s\rangle\langle w_s|$. By linearity the image of $X$ is a sum of positive semidefinite matrices. No relation between $m$ and $n$ is needed.

```lean
/-- If `m ≤ c`, the map `X ↦ c Tr(X) 1 - X` is `m`-positive in every dimension `n`. -/
theorem reductionMap_isKPositive {c : ℝ} (hc : (m : ℝ) ≤ c) :
    IsKPositive m (reductionMap n c) := by
  intro X hX
  -- first the rank-one operators
  have key : ∀ W : Matrix (Fin m) (Fin n) ℂ, (ampliation m (reductionMap n c)
      (vecMulVec (stateVec W) (star (stateVec W)))).PosSemidef := by
    intro W
    refine Matrix.PosSemidef.of_dotProduct_mulVec_nonneg ?_ fun v => ?_
    · refine Matrix.IsHermitian.ext ?_
      rintro ⟨a, i⟩ ⟨b, j⟩
      rw [ampliation_reductionMap_apply, ampliation_reductionMap_apply]
      by_cases h : i = j
      · simp [h, Matrix.vecMulVec_apply, mul_comm]
      · simp [h, Ne.symm h, Matrix.vecMulVec_apply, mul_comm]
    · have h := expectation_formula c (Matrix.of fun a i => v (a, i)) W
      have hv : stateVec (Matrix.of fun a i => v (a, i)) = v := rfl
      rw [hv] at h
      rw [h]
      refine Complex.zero_le_real.mpr (sub_nonneg.mpr ((trace_bound _ W).trans ?_))
      exact mul_le_mul_of_nonneg_right hc (by positivity)
  -- then sums of them
  obtain ⟨B, rfl⟩ := exists_factor X hX
  let w : Fin m × Fin n → Matrix (Fin m) (Fin n) ℂ := fun s => Matrix.of fun a l => star (B s (a, l))
  have hsum : ampliation m (reductionMap n c) (Bᴴ * B) = ∑ s, ampliation m (reductionMap n c)
      (vecMulVec (stateVec (w s)) (star (stateVec (w s)))) := by
    ext ⟨a, i⟩ ⟨b, j⟩
    have hb : (Matrix.of fun i j => (Bᴴ * B) (a, i) (b, j)) = ∑ s, Matrix.of fun i j =>
        vecMulVec (stateVec (w s)) (star (stateVec (w s))) (a, i) (b, j) := by
      ext i j
      simp [Matrix.mul_apply, Matrix.sum_apply, Matrix.vecMulVec_apply, stateVec, w]
    simp only [ampliation, Matrix.of_apply, Matrix.sum_apply, hb, map_sum]
  rw [hsum]
  exact Matrix.posSemidef_sum _ fun s _ => key (w s)
```

## Negativity on the maximally entangled vector

Let $\Omega$ also denote the amplitude matrix of $|\Omega\rangle$. Then $\Omega\Omega^\dagger=1_m$, so $\mathrm{Tr}(\Omega^\dagger\Omega)=m$ and $\|\Omega^\dagger\Omega\|^2=m$. The expectation formula gives $cm-m^2=m(c-m)$. With the normalised vector $|\Omega\rangle/\sqrt m$ as both input state and test vector, the value is $(c-m)/m$.

For $n=3$ and $c=2$, the normalised value is $0$ at $m=2$ and $-1/3$ at $m=3$. In the latter case the output is $\tfrac23\,1-\tfrac13|\Omega\rangle\langle\Omega|$, with eigenvalue $2/3$ eight times and $-1/3$ once.

```lean
/-- For the unnormalised maximally entangled vector `Ω` with `m` terms, the expectation of
`(id ⊗ R)(|Ω⟩⟨Ω|)` in `Ω` is `m (c - m)`. -/
theorem maxEntangled_expectation (h : m ≤ n) (c : ℝ) :
    star (stateVec (maxEntangled h)) ⬝ᵥ (ampliation m (reductionMap n c)
        (vecMulVec (stateVec (maxEntangled h)) (star (stateVec (maxEntangled h)))) *ᵥ
          stateVec (maxEntangled h)) = ((m * (c - m) : ℝ) : ℂ) := by
  have hW : maxEntangled h * (maxEntangled h)ᴴ = 1 := by
    ext a b
    simp only [Matrix.mul_apply, Matrix.conjTranspose_apply, maxEntangled, Matrix.of_apply,
      apply_ite star, star_one, star_zero, ite_mul, one_mul, zero_mul, Finset.sum_ite_eq,
      Finset.mem_univ, if_true, Matrix.one_apply]
    by_cases hab : a = b
    · simp [hab]
    · have h' : Fin.castLE h b ≠ Fin.castLE h a :=
        fun e => hab (Fin.castLE_injective h e).symm
      simp [hab, h']
  rw [expectation_formula]
  generalize maxEntangled h = W at hW
  have ht : (Wᴴ * W).trace = (m : ℂ) := by
    rw [Matrix.trace_mul_comm, hW, Matrix.trace_one, Fintype.card_fin]
  have hs : ∑ i, ∑ l, ‖(Wᴴ * W) i l‖ ^ 2 = (m : ℝ) := by
    apply Complex.ofReal_injective
    rw [← trace_mul_conjTranspose, Matrix.conjTranspose_mul, Matrix.conjTranspose_conjTranspose,
      Matrix.mul_assoc, ← Matrix.mul_assoc W, hW, Matrix.one_mul, ht, Complex.ofReal_natCast]
  rw [hs, ht, Complex.norm_natCast]
  congr 1
  ring
```

If $R_c$ is $m$-positive, then $m(c-m)\ge0$, and dividing by $m\ge1$ gives $m\le c$. The hypothesis $m\le n$ provides room for $|\Omega\rangle$.

```lean
/-- For `1 ≤ m ≤ n`, the map `X ↦ c Tr(X) 1 - X` on `n × n` matrices is `m`-positive exactly
when `m ≤ c`. -/
theorem reductionMap_isKPositive_iff (hm : 1 ≤ m) (hmn : m ≤ n) (c : ℝ) :
    IsKPositive m (reductionMap n c) ↔ (m : ℝ) ≤ c := by
  refine ⟨fun h => ?_, reductionMap_isKPositive⟩
  -- test on the maximally entangled vector
  have h1 := (h _ (Matrix.posSemidef_vecMulVec_self_star
    (stateVec (maxEntangled hmn)))).dotProduct_mulVec_nonneg (stateVec (maxEntangled hmn))
  rw [maxEntangled_expectation] at h1
  have h2 : (0 : ℝ) ≤ m * (c - m) := Complex.zero_le_real.mp h1
  have h3 : (0 : ℝ) < m := by exact_mod_cast hm
  exact sub_nonneg.mp (nonneg_of_mul_nonneg_right h2 h3)
```

Now set $c=k$. The choice $m=k$ satisfies $m\le c$, while $m=k+1\le n$ would require $k+1\le k$. The smallest case with $k\ge1$ is $k=1$, $n=2$: $R_1$ is positive, but the normalised Bell state $|\Omega\rangle/\sqrt2$ gives expectation $-1/2$. The Lean theorem also admits $k=0$, where $R_0(X)=-X$ is trivially 0-positive, the ancilla having dimension zero, and is not 1-positive.

```lean
/-- Hierarchy of positivity: for `k < n` the map `X ↦ k Tr(X) 1 - X` on `n × n` matrices is
`k`-positive but not `(k+1)`-positive. -/
theorem positivity_hierarchy {k : ℕ} (hk : k < n) :
    IsKPositive k (reductionMap n k) ∧ ¬ IsKPositive (k + 1) (reductionMap n k) := by
  refine ⟨reductionMap_isKPositive le_rfl, fun h => ?_⟩
  have h1 := (reductionMap_isKPositive_iff (Nat.succ_pos k) hk (k : ℝ)).mp h
  push_cast at h1
  linarith

end

end PositivityHierarchy
```

```lean
#print axioms PositivityHierarchy.ampliation_kronecker
#print axioms PositivityHierarchy.positivity_hierarchy
```

```
'PositivityHierarchy.ampliation_kronecker' depends on axioms: [propext, Classical.choice, Quot.sound]
'PositivityHierarchy.positivity_hierarchy' depends on axioms: [propext, Classical.choice, Quot.sound]
```
